# Löwdin orthonormalization preserves the symmetry of a group-averaged trial matrix with independent columns

## Bands and trial orbitals at one crystal momentum

The matrix that describes the projections of trial orbitals onto chosen Bloch bands depends on the crystal momentum, and a symmetry operation generally carries one momentum to another. Here the momentum is held fixed, and $G$ is a group of operations that leave it unchanged up to a reciprocal lattice vector. What remains is one rectangular complex matrix $U$ and two unitary representations of $G$: $d$ on the bands and $D$ on the trial orbitals.

Let $\psi_i$ be orthonormal Bloch states of the chosen bands, whose span is mapped to itself by $G$. Column $j$ of $U$ defines the state $w_j=\sum_i \psi_i U_{ij}$. An operation $g$ turns it into $\sum_i \psi_i\,(d(g)U)_{ij}$. If the $w_j$ are to transform among themselves as the trial orbitals do, this must equal $\sum_{j'} w_{j'} D(g)_{j'j}=\sum_i\psi_i\,(U D(g))_{ij}$. Hence $U$ is called symmetry-adapted when

$$d(g)\,U = U\,D(g)\qquad\text{for every } g\in G .$$

A trial matrix from a numerical projection may violate this condition. For finite $G$ it can be averaged,

$$P(U)=\frac{1}{|G|}\sum_{g} d(g)\,U\,D(g)^\dagger ,$$

and then, if the columns of $P(U)$ are linearly independent, multiplied from the right by the positive definite inverse square root of its overlap matrix $P(U)^\dagger P(U)$. This is Löwdin orthonormalization, and it keeps the symmetry; Gram–Schmidt orthonormalization can break it. The two steps can prepare a symmetric starting point for Wannier functions or a tight-binding model, here at a single momentum and for unitary operations only.

## What the theorems say

The index types `m` and `n` label bands and trial orbitals. The type `G →* unitaryGroup m ℂ` makes $d$ an ordinary representation by unitary matrices, and $D$ is treated in the same way. `IsAdapted`, `symmetrize` and `frobenius` stand for the intertwining condition, the average $P$, and the inner product $\langle X,Y\rangle=\mathrm{tr}(X^\dagger Y)$.

The inverse square root is specified by a property: `IsInvSqrt S A` says that $S$ is positive definite, which includes being Hermitian, and that $SSA=1$.

The theorems state the following.

- $P(U)$ is adapted, and $P(U)=U$ exactly when $U$ is adapted.
- $P$ is idempotent and self-adjoint for the Frobenius inner product.
- If $U$ is adapted, $U^\dagger U$ commutes with every $D(g)$.
- If $U$ is adapted and $S$ is a positive definite inverse square root of $U^\dagger U$, then $US$ has orthonormal columns and is adapted.
- If $P(U)$ has linearly independent columns, such an $S$ exists for its overlap matrix.

Independence of the columns is expressed as injectivity of `(symmetrize d D U).mulVec`. Physically, it says that the states defined by the columns of $P(U)$ span a space whose dimension equals the number of trial orbitals.

Relations between different momenta, antiunitary operations such as time reversal, and minimization of the Wannier spread are not treated. A full construction of symmetry-adapted Wannier functions across the Brillouin zone involves more than this fixed-momentum algebra. Projective representations are not covered directly, but they can be rewritten as ordinary representations of a larger group.

## Averaging projects onto the adapted matrices

Multiply the average by $d(h)$. Since $D(hg)^\dagger D(h)=D(g)^\dagger D(h)^\dagger D(h)=D(g)^\dagger$,

$$d(h)P(U)=\frac1{|G|}\sum_g d(hg)\,U\,D(hg)^\dagger D(h)=P(U)D(h),$$

because $hg$ runs through the group once as $g$ does. Conversely, if $U$ is adapted, every term of the average is $d(g)UD(g)^\dagger=UD(g)D(g)^\dagger=U$, so $P(U)=U$. Applying this to the adapted matrix $P(U)$ gives $P(P(U))=P(U)$.

For self-adjointness, use cyclicity of the trace:

$$\mathrm{tr}\big[(d(g)XD(g)^\dagger)^\dagger Y\big]=\mathrm{tr}\big[D(g)X^\dagger d(g)^\dagger Y\big]=\mathrm{tr}\big[X^\dagger d(g^{-1})\,Y\,D(g^{-1})^\dagger\big].$$

Summing over $g$ and renaming $g^{-1}$ gives $\langle P(X),Y\rangle=\langle X,P(Y)\rangle$.

## The inverse square root inherits the symmetry

Let $U$ be adapted and $A=U^\dagger U$. The adjoint of $d(g^{-1})U=UD(g^{-1})$ is $U^\dagger d(g)=D(g)U^\dagger$. Therefore

$$A\,D(g)=U^\dagger d(g)U=D(g)\,A .$$

Let $S$ be positive definite with $S^2A=1$. For square matrices this also gives $AS^2=1$, so

$$S^2D(g)=S^2D(g)AS^2=S^2AD(g)S^2=D(g)S^2 .$$

To pass from $S^2$ to $S$, write $W=D(g)$ and $X=SW-WS$. Then $SX+XS=S^2W-WS^2=0$, and hence

$$\mathrm{tr}(X^\dagger SX)=-\mathrm{tr}(X^\dagger XS)=-\mathrm{tr}(XSX^\dagger).$$

Both traces $\mathrm{tr}(X^\dagger SX)$ and $\mathrm{tr}(XSX^\dagger)$ are nonnegative, so both vanish. If $x_j$ is column $j$ of $X$, the first is $\sum_j x_j^\dagger Sx_j$. Each term is nonnegative and must therefore be zero, and definiteness of $S$ gives $x_j=0$. Thus $X=0$ and $S$ commutes with $D(g)$.

It follows that $d(g)US=UD(g)S=USD(g)$. The columns are orthonormal because $(US)^\dagger US=SAS$, and $S(SA)=1$ implies $(SA)S=1$.

If the columns of $P(U)$ are independent, its overlap $A=P(U)^\dagger P(U)$ is positive definite. Diagonalize it as $A=V\,\mathrm{diag}(l_i)\,V^\dagger$ with $V$ unitary and $l_i>0$. Then $S=V\,\mathrm{diag}(l_i^{-1/2})\,V^\dagger$ is positive definite and satisfies $S^2A=1$.

## A mirror can remove an independent column

It is the columns of $P(U)$, not those of $U$, that must be independent. Take a mirror that exchanges two band states and a single trial orbital that is odd under it. The column $(1,1)^T$ is nonzero, but its two contributions to the average are $(1,1)^T$ and $-(1,1)^T$, so $P(U)=0$ and nothing is left to orthonormalize.

The column $(1,-1)^T$ is adapted. Its overlap is $2$, so $S=1/\sqrt2$ and the normalized column is $(1,-1)^T/\sqrt2$.

## The complete Lean file

```lean
import Mathlib

open Matrix
open scoped ComplexOrder

namespace SymmetryAdaptedWannier

noncomputable section

variable {G m n : Type*} [Group G] [Fintype m] [DecidableEq m] [Fintype n] [DecidableEq n]

/-- The matrix `U` from trial orbitals to Bloch bands is symmetry-adapted when
`d(g) U = U D(g)` for every symmetry operation `g`. -/
def IsAdapted (d : G →* unitaryGroup m ℂ) (D : G →* unitaryGroup n ℂ)
    (U : Matrix m n ℂ) : Prop :=
  ∀ g, (d g).1 * U = U * (D g).1

/-- The group average of `d(g) U D(g)†`. -/
def symmetrize [Fintype G] (d : G →* unitaryGroup m ℂ) (D : G →* unitaryGroup n ℂ)
    (U : Matrix m n ℂ) : Matrix m n ℂ :=
  (Fintype.card G : ℂ)⁻¹ • ∑ g, (d g).1 * U * ((D g).1)ᴴ

/-- The Frobenius inner product `trace (X† Y)`. -/
def frobenius (X Y : Matrix m n ℂ) : ℂ := (Xᴴ * Y).trace

/-- `S` is a positive definite inverse square root of the overlap matrix `A`. -/
def IsInvSqrt (S A : Matrix n n ℂ) : Prop := S.PosDef ∧ S * S * A = 1

/-- The group average of any matrix is symmetry-adapted. -/
theorem symmetrize_isAdapted [Fintype G] (d : G →* unitaryGroup m ℂ)
    (D : G →* unitaryGroup n ℂ) (U : Matrix m n ℂ) : IsAdapted d D (symmetrize d D U) := by
  intro h
  simp only [symmetrize, Matrix.mul_smul, Matrix.smul_mul, Matrix.mul_sum, Matrix.sum_mul]
  congr 1
  -- relabel the group elements by g ↦ h g
  refine Fintype.sum_equiv (Equiv.mulLeft h) _ _ fun g => ?_
  change _ = (d (h * g)).1 * U * ((D (h * g)).1)ᴴ * (D h).1
  have hd : (d (h * g)).1 = (d h).1 * (d g).1 := by rw [map_mul]; rfl
  have hD : (D (h * g)).1 = (D h).1 * (D g).1 := by rw [map_mul]; rfl
  have hu : ((D h).1)ᴴ * (D h).1 = 1 := mem_unitaryGroup_iff'.1 (D h).2
  rw [hd, hD]
  simp only [conjTranspose_mul, Matrix.mul_assoc, hu, Matrix.mul_one]

/-- The group average leaves `U` unchanged exactly when `U` is symmetry-adapted. -/
theorem symmetrize_eq_self_iff [Fintype G] (d : G →* unitaryGroup m ℂ)
    (D : G →* unitaryGroup n ℂ) (U : Matrix m n ℂ) :
    symmetrize d D U = U ↔ IsAdapted d D U := by
  constructor
  · intro h
    rw [← h]
    exact symmetrize_isAdapted d D U
  · intro h
    have hterm : ∀ g, (d g).1 * U * ((D g).1)ᴴ = U := fun g => by
      have hu : (D g).1 * ((D g).1)ᴴ = 1 := mem_unitaryGroup_iff.1 (D g).2
      rw [h g, Matrix.mul_assoc, hu, Matrix.mul_one]
    have hc : (Fintype.card G : ℂ) ≠ 0 := Nat.cast_ne_zero.2 Fintype.card_ne_zero
    simp only [symmetrize, hterm, Finset.sum_const, Finset.card_univ]
    rw [← Nat.cast_smul_eq_nsmul ℂ, smul_smul, inv_mul_cancel₀ hc, one_smul]

/-- Symmetrization is idempotent and self-adjoint for the Frobenius inner product. -/
theorem symmetrize_orthogonal_projection [Fintype G] (d : G →* unitaryGroup m ℂ)
    (D : G →* unitaryGroup n ℂ) :
    (∀ U, symmetrize d D (symmetrize d D U) = symmetrize d D U) ∧
    ∀ X Y, frobenius (symmetrize d D X) Y = frobenius X (symmetrize d D Y) := by
  refine ⟨fun U => (symmetrize_eq_self_iff d D _).2 (symmetrize_isAdapted d D U), ?_⟩
  intro X Y
  have hc : star ((Fintype.card G : ℂ)⁻¹) = (Fintype.card G : ℂ)⁻¹ := by simp
  simp only [frobenius, symmetrize, conjTranspose_smul, conjTranspose_sum, Matrix.smul_mul,
    Matrix.mul_smul, Matrix.sum_mul, Matrix.mul_sum, trace_smul, trace_sum]
  rw [hc]
  congr 1
  -- the adjoint of the term g is the term g⁻¹
  refine Fintype.sum_equiv (Equiv.inv G) _ _ fun g => ?_
  change _ = (Xᴴ * ((d g⁻¹).1 * Y * ((D g⁻¹).1)ᴴ)).trace
  have hd : (d g⁻¹).1 = ((d g).1)ᴴ := by rw [map_inv]; rfl
  have hD : (D g⁻¹).1 = ((D g).1)ᴴ := by rw [map_inv]; rfl
  rw [hd, hD]
  simp only [conjTranspose_mul, conjTranspose_conjTranspose]
  rw [Matrix.mul_assoc (D g).1, trace_mul_comm]
  simp only [Matrix.mul_assoc]

/-- The overlap matrix `U† U` of a symmetry-adapted `U` commutes with every `D(g)`. -/
theorem overlap_commute {d : G →* unitaryGroup m ℂ} {D : G →* unitaryGroup n ℂ}
    {U : Matrix m n ℂ} (h : IsAdapted d D U) (g : G) :
    Uᴴ * U * (D g).1 = (D g).1 * (Uᴴ * U) := by
  have hd : (d g⁻¹).1 = ((d g).1)ᴴ := by rw [map_inv]; rfl
  have hD : (D g⁻¹).1 = ((D g).1)ᴴ := by rw [map_inv]; rfl
  -- the adjoint of the relation for g⁻¹
  have h1 := congrArg conjTranspose (h g⁻¹)
  rw [hd, hD] at h1
  simp only [conjTranspose_mul, conjTranspose_conjTranspose] at h1
  rw [Matrix.mul_assoc, ← h g, ← Matrix.mul_assoc, h1, Matrix.mul_assoc]

/-- A matrix that commutes with the square of a positive definite `S` commutes with `S`. -/
theorem commute_of_commute_sq {S W : Matrix n n ℂ} (hS : S.PosDef)
    (h : S * S * W = W * (S * S)) : S * W = W * S := by
  obtain ⟨X, hXdef⟩ : ∃ X, X = S * W - W * S := ⟨_, rfl⟩
  have hX : S * X = -(X * S) := by
    rw [hXdef]
    linear_combination (norm := noncomm_ring) h
  have h1 : 0 ≤ (Xᴴ * S * X).trace :=
    (hS.posSemidef.conjTranspose_mul_mul_same X).trace_nonneg
  have h2 : 0 ≤ (X * S * Xᴴ).trace :=
    (hS.posSemidef.mul_mul_conjTranspose_same X).trace_nonneg
  have h3 : (Xᴴ * S * X).trace = -(X * S * Xᴴ).trace := by
    rw [Matrix.mul_assoc, hX, Matrix.mul_neg, trace_neg, trace_mul_comm]
  have h0 : (Xᴴ * S * X).trace = 0 :=
    le_antisymm (by rw [h3]; exact neg_nonpos.2 h2) h1
  -- the trace is the sum of the expectation values of S in the columns of X
  have hsum : ∑ j, star (fun i => X i j) ⬝ᵥ (S *ᵥ fun i => X i j) = 0 := by
    rw [← h0, Matrix.mul_assoc]
    rfl
  have hz := (Finset.sum_eq_zero_iff_of_nonneg
    (fun j _ => hS.posSemidef.dotProduct_mulVec_nonneg (fun i => X i j))).1 hsum
  have hX0 : X = 0 := by
    ext i j
    by_contra hne
    have hcol : (fun i => X i j) ≠ 0 := fun hc => hne (congrFun hc i)
    exact (hS.dotProduct_mulVec_pos hcol).ne' (hz j (Finset.mem_univ j))
  exact sub_eq_zero.1 (hXdef.symm.trans hX0)

/-- Every positive definite overlap matrix has a positive definite inverse square root. -/
theorem exists_invSqrt {A : Matrix n n ℂ} (hA : A.PosDef) : ∃ S, IsInvSqrt S A := by
  obtain ⟨V, l, hV, hV', hl, hs⟩ : ∃ (V : Matrix n n ℂ) (l : n → ℝ), Vᴴ * V = 1 ∧
      V * Vᴴ = 1 ∧ (∀ i, 0 < l i) ∧ A = V * diagonal (fun i => (l i : ℂ)) * Vᴴ := by
    refine ⟨hA.1.eigenvectorUnitary.1, hA.1.eigenvalues,
      mem_unitaryGroup_iff'.1 hA.1.eigenvectorUnitary.2,
      mem_unitaryGroup_iff.1 hA.1.eigenvectorUnitary.2, hA.eigenvalues_pos, ?_⟩
    have h := hA.1.spectral_theorem
    rw [Unitary.conjStarAlgAut_apply] at h
    exact h
  obtain ⟨E, hEdef⟩ : ∃ E : Matrix n n ℂ,
      E = diagonal (fun i => (((√(l i))⁻¹ : ℝ) : ℂ)) := ⟨_, rfl⟩
  have hE : E * E * diagonal (fun i => (l i : ℂ)) = 1 := by
    rw [hEdef, diagonal_mul_diagonal, diagonal_mul_diagonal, ← diagonal_one]
    congr 1
    funext i
    have hr : (√(l i))⁻¹ * (√(l i))⁻¹ * l i = 1 := by
      rw [← mul_inv, Real.mul_self_sqrt (hl i).le, inv_mul_cancel₀ (hl i).ne']
    exact_mod_cast hr
  have hEpos : E.PosDef := by
    rw [hEdef]
    exact PosDef.diagonal fun i =>
      Complex.zero_lt_real.2 (inv_pos.2 (Real.sqrt_pos.2 (hl i)))
  have hinj : Function.Injective (Vᴴ).mulVec := fun x y hxy => by
    have h := congrArg (fun z => V *ᵥ z) hxy
    simpa only [mulVec_mulVec, hV', one_mulVec] using h
  refine ⟨V * E * Vᴴ, ?_, ?_⟩
  · have h := hEpos.conjTranspose_mul_mul_same hinj
    rwa [conjTranspose_conjTranspose] at h
  · calc V * E * Vᴴ * (V * E * Vᴴ) * A
        = V * E * (Vᴴ * V) * E * (Vᴴ * V) * diagonal (fun i => (l i : ℂ)) * Vᴴ := by
          rw [hs]; simp only [Matrix.mul_assoc]
      _ = V * (E * E * diagonal (fun i => (l i : ℂ))) * Vᴴ := by
          rw [hV]; simp only [Matrix.mul_one, Matrix.mul_assoc]
      _ = 1 := by rw [hE, Matrix.mul_one, hV']

/-- Multiplying a symmetry-adapted `U` by the positive inverse square root of its overlap
matrix gives orthonormal columns and keeps the matrix symmetry-adapted. -/
theorem orthonormalize_isAdapted {d : G →* unitaryGroup m ℂ} {D : G →* unitaryGroup n ℂ}
    {U : Matrix m n ℂ} {S : Matrix n n ℂ} (h : IsAdapted d D U) (hS : IsInvSqrt S (Uᴴ * U)) :
    (U * S)ᴴ * (U * S) = 1 ∧ IsAdapted d D (U * S) := by
  obtain ⟨hpos, hinv⟩ := hS
  constructor
  · have h1 : S * (Uᴴ * U) * S = 1 := by
      rw [mul_eq_one_comm, ← Matrix.mul_assoc]
      exact hinv
    rw [conjTranspose_mul, hpos.1.eq, ← h1]
    simp only [Matrix.mul_assoc]
  · intro g
    have hinv' : Uᴴ * U * (S * S) = 1 := mul_eq_one_comm.1 hinv
    -- S² inherits the symmetry of the overlap matrix
    have hsq : S * S * (D g).1 = (D g).1 * (S * S) := by
      calc S * S * (D g).1 = S * S * ((D g).1 * (Uᴴ * U)) * (S * S) := by
            rw [Matrix.mul_assoc (S * S), Matrix.mul_assoc (D g).1, hinv', Matrix.mul_one]
        _ = S * S * (Uᴴ * U) * (D g).1 * (S * S) := by
            rw [← overlap_commute h g, ← Matrix.mul_assoc (S * S)]
        _ = (D g).1 * (S * S) := by rw [hinv, Matrix.one_mul]
    rw [← Matrix.mul_assoc, h g, Matrix.mul_assoc, Matrix.mul_assoc,
      commute_of_commute_sq hpos hsq]

/-- If the symmetrized trial matrix has linearly independent columns, it can be
orthonormalized by a positive inverse square root of its overlap, and the result is
symmetry-adapted. -/
theorem symmetrize_then_orthonormalize [Fintype G] (d : G →* unitaryGroup m ℂ)
    (D : G →* unitaryGroup n ℂ) (U : Matrix m n ℂ)
    (hU : Function.Injective (symmetrize d D U).mulVec) :
    ∃ S, IsInvSqrt S ((symmetrize d D U)ᴴ * symmetrize d D U) ∧
      (symmetrize d D U * S)ᴴ * (symmetrize d D U * S) = 1 ∧
      IsAdapted d D (symmetrize d D U * S) := by
  obtain ⟨S, hS⟩ := exists_invSqrt (PosDef.conjTranspose_mul_self _ hU)
  exact ⟨S, hS, orthonormalize_isAdapted (symmetrize_isAdapted d D U) hS⟩

/-- The representation of the two-element group `{1, -1}` in which `-1` acts as a unitary
matrix `A` with `A² = 1`. -/
def mirrorRep (A : unitaryGroup n ℂ) (hA : A * A = 1) : ℤˣ →* unitaryGroup n ℂ where
  toFun s := if s = 1 then 1 else A
  map_one' := by simp
  map_mul' s t := by
    have hn : (-1 : ℤˣ) ≠ 1 := by decide
    rcases Int.units_eq_one_or s with rfl | rfl <;>
      rcases Int.units_eq_one_or t with rfl | rfl <;> simp [hn, hA]

/-- The mirror operation that exchanges two orbitals. -/
def swap : unitaryGroup (Fin 2) ℂ :=
  ⟨!![0, 1; 1, 0], by
    rw [mem_unitaryGroup_iff]
    ext i j
    fin_cases i <;> fin_cases j <;> simp [Matrix.mul_apply, Fin.sum_univ_succ, star_apply]⟩

/-- The mirror operation acting as `-1` on a single orbital. -/
def odd : unitaryGroup (Fin 1) ℂ := ⟨-1, by simp [mem_unitaryGroup_iff]⟩

/-- For a mirror exchanging two orbitals, the column `(1, -1)` is symmetry-adapted to an
odd trial orbital, and it is linearly independent. -/
theorem isAdapted_witness (hs : swap * swap = 1) (ho : odd * odd = 1) :
    IsAdapted (mirrorRep swap hs) (mirrorRep odd ho) !![1; -1] ∧
      Function.Injective (!![1; -1] : Matrix (Fin 2) (Fin 1) ℂ).mulVec := by
  constructor
  · intro s
    have hn : (-1 : ℤˣ) ≠ 1 := by decide
    rcases Int.units_eq_one_or s with rfl | rfl
    · simp
    · ext i j
      fin_cases i <;> fin_cases j <;>
        simp [mirrorRep, hn, swap, odd, Matrix.mul_apply, Fin.sum_univ_succ]
  · intro x y h
    ext i
    have h0 := congrFun h 0
    rw [Subsingleton.elim i 0]
    simpa [Matrix.mulVec, dotProduct] using h0

end

end SymmetryAdaptedWannier
```

```lean
#print axioms SymmetryAdaptedWannier.symmetrize_orthogonal_projection
-- 'SymmetryAdaptedWannier.symmetrize_orthogonal_projection' depends on axioms: [propext, Classical.choice, Quot.sound]
#print axioms SymmetryAdaptedWannier.symmetrize_then_orthonormalize
-- 'SymmetryAdaptedWannier.symmetrize_then_orthonormalize' depends on axioms: [propext, Classical.choice, Quot.sound]
```

## How the proof follows the algebra

In `symmetrize_isAdapted`, `Fintype.sum_equiv (Equiv.mulLeft h)` performs the relabelling $g\mapsto hg$, and `hu` supplies $D(h)^\dagger D(h)=1$. The forward direction of `symmetrize_eq_self_iff` rewrites $U$ as its average. The reverse direction shows in `hterm` that every summand equals $U$, then cancels the group order.

`symmetrize_orthogonal_projection` obtains idempotence from these two results. For self-adjointness it relabels the sum with `Equiv.inv G`, replaces representation matrices of inverses by adjoints, and applies `trace_mul_comm` for cyclicity.

`overlap_commute` takes the adjoint of the relation for $g^{-1}$, as in the derivation. Neither this lemma nor `orthonormalize_isAdapted` needs $G$ to be finite, since no average occurs in them.

The main step is `commute_of_commute_sq`. There, `linear_combination (norm := noncomm_ring) h` checks $SX=-XS$ without assuming that matrices commute. The facts `h1` and `h2` are the two trace inequalities, `h3` relates the traces, and `h0` concludes that the first is zero. `hsum` expands it over the columns of $X$, and `hX0` uses strict positivity of $S$ to exclude a nonzero entry.

`exists_invSqrt` takes eigenvectors and positive eigenvalues from the spectral theorem. The diagonal matrix `E` contains the inverse square roots. `hE` checks the required identity in the eigenbasis, and the final `calc` transports it back.

In `orthonormalize_isAdapted`, `mul_eq_one_comm` exchanges the factors in a product equal to the identity. The calculation `hsq` proves that $S^2$ commutes with $D(g)$, after which `commute_of_commute_sq` gives the same for $S$. `symmetrize_then_orthonormalize` combines this with the existence of $S$; `PosDef.conjTranspose_mul_self` turns independent columns into a positive definite overlap.

The remaining declarations build the mirror example. `mirrorRep` makes a representation of $\{1,-1\}$ from a unitary matrix whose square is the identity. `isAdapted_witness` checks both group elements and shows that the column $(1,-1)^T$ is independent. It takes `swap * swap = 1` and `odd * odd = 1` as hypotheses; direct multiplication of the matrices confirms both.
